# With Gibbs occupations, a level shift changes the self-consistent occupations of a two-level model

Put one electron in two levels separated by a gap $d=1$, at inverse temperature $B=2$. The difference between the lower and upper occupations is $\tanh(Bd/2)=\tanh 1\approx0.762$. Now lower each level by $b=1$ times its own occupation. The lower level holds more charge, so it drops further and the gap becomes $1+0.762$. The wider gap gives a new difference, $\tanh 1.762\approx0.943$, which widens the gap again. Repetition settles near $0.961$, and the upper occupation has fallen from about $0.119$ to $0.019$. Had the occupations been held at 1 and 0, widening the gap would have left them alone.

For general $B,b,d>0$, the self-consistent difference $m$ obeys $m=\tanh(B(d+bm)/2)$. This equation has exactly one positive solution, and it lies strictly above $\tanh(Bd/2)$.

## Levels, occupations and self-consistency

```lean
import Mathlib

open Set

namespace SmearedLevelShift

noncomputable section
```

Mathlib supplies the real numbers, the hyperbolic functions and the theorems of analysis used below.

```lean
/-- Gibbs occupation of a level of energy `E` when one electron is shared with a second level
of energy `E'` at inverse temperature `B`. -/
def gibbs (B E E' : ℝ) : ℝ :=
  Real.exp (-(B * E)) / (Real.exp (-(B * E)) + Real.exp (-(B * E')))
```

A `def` introduces a function. This one is the canonical occupation of a level $E$ when a single electron is shared with a level $E'$:
$$g_B(E,E')=\frac{e^{-BE}}{e^{-BE}+e^{-BE'}}.$$
The parameter $B$ is the inverse temperature, so $1/B$ sets the width of the smearing.

```lean
/-- Occupations `p` (lower level, bare energy `e`) and `q` (upper level, bare energy `e + d`)
are self-consistent when they are the Gibbs occupations of the levels obtained by lowering each
bare level by `b` times its own occupation. -/
def SelfConsistent (B e d b p q : ℝ) : Prop :=
  p = gibbs B (e - b * p) (e + d - b * q) ∧ q = gibbs B (e + d - b * q) (e - b * p)
```

A definition of type `Prop` is a statement about its arguments. Here $p$ and $q$ must be the Gibbs occupations of the shifted levels $e-bp$ and $e+d-bq$, where $b$ is the strength of the level shift. The bare energies $e$ and $e+d$ are constants: the model has no electron interaction and no orbital rotation, and the shift is the only feedback.

```lean
/-- The fixed-point equation for the occupation difference `m` at gap `d` and level shift `b`. -/
def IsFixed (B d b m : ℝ) : Prop := m = Real.tanh (B * (d + b * m) / 2)
```

This is the scalar equation for $m$, which will stand for $p-q$.

## From two occupations to one equation

```lean
/-- The two Gibbs occupations add up to one electron. -/
theorem gibbs_add (B E E' : ℝ) : gibbs B E E' + gibbs B E' E = 1 := by
  unfold gibbs
  rw [add_comm (Real.exp (-(B * E'))) (Real.exp (-(B * E))), ← add_div]
  exact div_self (by positivity)
```

The two fractions share a denominator, and their numerators add up to it. Hence $g_B(E,E')+g_B(E',E)=1$.

```lean
/-- The difference of the two Gibbs occupations is the hyperbolic tangent of half the gap
times the inverse temperature. -/
theorem gibbs_sub (B E E' : ℝ) :
    gibbs B E E' - gibbs B E' E = Real.tanh (B * (E' - E) / 2) := by
  have h : Real.exp (-(B * E)) * Real.exp (-(B * (E' - E) / 2))
      = Real.exp (-(B * E')) * Real.exp (B * (E' - E) / 2) := by
    rw [← Real.exp_add, ← Real.exp_add]
    congr 1
    ring
  unfold gibbs
  rw [add_comm (Real.exp (-(B * E'))) (Real.exp (-(B * E))), ← sub_div,
    Real.tanh_eq_sinh_div_cosh, Real.sinh_eq, Real.cosh_eq,
    div_eq_div_iff (by positivity) (by positivity)]
  linear_combination h
```

Let $x=B(E'-E)/2$. Multiplying numerator and denominator by $e^{B(E+E')/2}$ gives
$$\frac{e^{-BE}-e^{-BE'}}{e^{-BE}+e^{-BE'}}=\frac{e^{x}-e^{-x}}{e^{x}+e^{-x}}=\tanh x.$$
Lean cross-multiplies instead, and what remains is the identity `h`, $e^{-BE}e^{-x}=e^{-BE'}e^{x}$.

```lean
/-- Self-consistent occupations are exactly those that sum to one and whose difference solves
the scalar fixed-point equation. -/
theorem selfConsistent_iff (B e d b p q : ℝ) :
    SelfConsistent B e d b p q ↔ p + q = 1 ∧ IsFixed B d b (p - q) := by
  have hs := gibbs_add B (e - b * p) (e + d - b * q)
  have hd := gibbs_sub B (e - b * p) (e + d - b * q)
  have harg : B * (e + d - b * q - (e - b * p)) / 2 = B * (d + b * (p - q)) / 2 := by ring
  rw [harg] at hd
  unfold SelfConsistent IsFixed
  constructor
  · rintro ⟨hp, hq⟩
    constructor <;> linarith
  · rintro ⟨h1, h2⟩
    constructor <;> linarith
```

The symbol `↔` means "if and only if". The shifted gap is
$$(e+d-bq)-(e-bp)=d+b(p-q),$$
so the Gibbs occupations at the shifted levels have sum 1 and difference $\tanh(B(d+b(p-q))/2)$. Two numbers are fixed by their sum and difference, so $p$ and $q$ equal those occupations exactly when $p+q=1$ and $p-q$ solves the scalar equation. The tactic `linarith` does this linear algebra in both directions.

## Two properties of tanh

```lean
/-- The hyperbolic tangent is strictly increasing. -/
theorem tanh_lt {x y : ℝ} (h : x < y) : Real.tanh x < Real.tanh y := by
  have h1 : 0 < Real.sinh (y - x) := Real.sinh_pos_iff.mpr (sub_pos.mpr h)
  rw [Real.sinh_sub] at h1
  rw [Real.tanh_eq_sinh_div_cosh, Real.tanh_eq_sinh_div_cosh,
    div_lt_div_iff₀ (Real.cosh_pos x) (Real.cosh_pos y)]
  linarith
```

For $x<y$,
$$0<\sinh(y-x)=\sinh y\cosh x-\cosh y\sinh x.$$
Dividing by $\cosh x\cosh y>0$ gives $\tanh x<\tanh y$.

```lean
/-- The ratio `tanh x / x` does not increase on the positive axis, written without division. -/
theorem tanh_ratio {x y : ℝ} (hx : 0 < x) (hxy : x ≤ y) :
    x * Real.tanh y ≤ y * Real.tanh x := by
  -- sinh is convex on the half line because its derivative cosh increases there
  have hc : ConvexOn ℝ (Ici (0 : ℝ)) Real.sinh := by
    apply MonotoneOn.convexOn_of_deriv (convex_Ici 0) Real.continuous_sinh.continuousOn
      Real.differentiable_sinh.differentiableOn
    intro s hs t ht hst
    rw [interior_Ici, mem_Ioi] at hs ht
    rw [Real.deriv_sinh, Real.cosh_le_cosh, abs_of_pos hs, abs_of_pos ht]
    exact hst
  have hS : 0 < x + y := by linarith
  -- the chord from 0 to x + y lies above sinh at y - x
  have h := hc.2 (mem_Ici.mpr le_rfl) (mem_Ici.mpr hS.le)
    (show 0 ≤ 2 * x / (x + y) by positivity)
    (show 0 ≤ (y - x) / (x + y) from div_nonneg (by linarith) hS.le)
    (by rw [← add_div, div_eq_one_iff_eq hS.ne']; ring)
  simp only [smul_eq_mul, mul_zero, zero_add, Real.sinh_zero] at h
  rw [div_mul_cancel₀ _ hS.ne', div_mul_eq_mul_div, le_div_iff₀ hS,
    Real.sinh_sub, Real.sinh_add] at h
  rw [Real.tanh_eq_sinh_div_cosh, Real.tanh_eq_sinh_div_cosh, ← mul_div_assoc,
    ← mul_div_assoc, div_le_div_iff₀ (Real.cosh_pos y) (Real.cosh_pos x)]
  linarith
```

For $0<x\le y$ the claim is $x\tanh y\le y\tanh x$. On $[0,\infty)$ the derivative of $\sinh$ is increasing, so $\sinh$ is convex there (`hc`). The point $y-x$ lies between $0$ and $x+y$, and $\sinh 0=0$, so the chord gives
$$(x+y)\sinh(y-x)\le(y-x)\sinh(x+y).$$
Expanding both sides and cancelling leaves $2x\sinh y\cosh x\le2y\cosh y\sinh x$. Division by $2\cosh x\cosh y$ finishes the argument.

## Comparing solutions at two shifts

```lean
/-- If the positive solution at the larger shift were not the larger one, the two solutions
would obey this inequality. -/
theorem compare_solutions {B d b₁ b₂ m₁ m₂ : ℝ} (hB : 0 < B) (hd : 0 < d) (hb₁ : 0 ≤ b₁)
    (hb : b₁ ≤ b₂) (hm₂ : 0 < m₂) (h₁ : IsFixed B d b₁ m₁)
    (h₂ : IsFixed B d b₂ m₂) (hm : m₂ ≤ m₁) :
    (b₂ - b₁) * (m₁ * m₂) ≤ d * (m₂ - m₁) := by
  unfold IsFixed at h₁ h₂
  have hb₂ : 0 ≤ b₂ := hb₁.trans hb
  rcases le_or_gt (B * (d + b₂ * m₂) / 2) (B * (d + b₁ * m₁) / 2) with hx | hx
  · have h := tanh_ratio (by positivity) hx
    rw [← h₁, ← h₂] at h
    have h' : B / 2 * ((d + b₂ * m₂) * m₁) ≤ B / 2 * ((d + b₁ * m₁) * m₂) := by linarith
    have h'' := le_of_mul_le_mul_left h' (by positivity)
    linarith
  · have h := tanh_lt hx
    rw [← h₁, ← h₂] at h
    linarith
```

Let $m_i$ solve the equation at shift $b_i$, with $0\le b_1\le b_2$ and $0<m_2\le m_1$, and write $x_i=B(d+b_im_i)/2$, so that $m_i=\tanh x_i$.

If $x_2\le x_1$, the previous inequality gives $x_2m_1\le x_1m_2$. Removing the factor $B/2$,
$$(d+b_2m_2)m_1\le(d+b_1m_1)m_2,$$
which rearranges to $(b_2-b_1)m_1m_2\le d(m_2-m_1)$. If $x_1<x_2$, monotonicity gives $m_1<m_2$, which contradicts the assumption. The tactic `rcases` makes this split.

```lean
/-- The positive self-consistent occupation difference grows strictly with the level shift. -/
theorem solution_strictly_increases {B d b₁ b₂ m₁ m₂ : ℝ} (hB : 0 < B) (hd : 0 < d)
    (hb₁ : 0 ≤ b₁) (hb : b₁ < b₂) (hm₁ : 0 < m₁) (hm₂ : 0 < m₂)
    (h₁ : IsFixed B d b₁ m₁) (h₂ : IsFixed B d b₂ m₂) : m₁ < m₂ := by
  by_contra hn
  have hm : m₂ ≤ m₁ := not_lt.mp hn
  have h := compare_solutions hB hd hb₁ hb.le hm₂ h₁ h₂ hm
  have h3 : 0 < (b₂ - b₁) * (m₁ * m₂) := mul_pos (sub_pos.mpr hb) (mul_pos hm₁ hm₂)
  have h4 : 0 ≤ d * (m₁ - m₂) := mul_nonneg hd.le (sub_nonneg.mpr hm)
  linarith
```

Suppose $b_1<b_2$ but $m_2\le m_1$. The left side of the comparison is then positive and the right side is at most zero, which is impossible. So $m_1<m_2$: the positive solution grows strictly with the shift.

## Existence, uniqueness and the displaced answer

```lean
/-- With positive inverse temperature, gap and level shift there is exactly one positive
self-consistent occupation difference, and it strictly exceeds the unshifted value. -/
theorem level_shift_changes_answer {B d b : ℝ} (hB : 0 < B) (hd : 0 < d) (hb : 0 < b) :
    (∃! m, 0 < m ∧ IsFixed B d b m) ∧
      ∀ m, 0 < m → IsFixed B d b m → Real.tanh (B * d / 2) < m := by
  have hpos : ∀ x : ℝ, 0 < x → 0 < Real.tanh x := fun x hx => by
    simpa only [Real.tanh_zero] using tanh_lt hx
  constructor
  · have hcont : Continuous Real.tanh := by
      have h : Real.tanh = fun x => Real.sinh x / Real.cosh x :=
        funext Real.tanh_eq_sinh_div_cosh
      rw [h]
      exact Real.continuous_sinh.div Real.continuous_cosh (fun x => (Real.cosh_pos x).ne')
    have hf : Continuous (fun m : ℝ => Real.tanh (B * (d + b * m) / 2) - m) :=
      (hcont.comp (by fun_prop : Continuous fun m : ℝ => B * (d + b * m) / 2)).sub continuous_id
    have h0 : 0 ≤ Real.tanh (B * (d + b * 0) / 2) - 0 := by
      have := hpos (B * (d + b * 0) / 2) (by positivity)
      linarith
    have h1 : Real.tanh (B * (d + b * 1) / 2) - 1 ≤ 0 := by
      rw [sub_nonpos, Real.tanh_eq_sinh_div_cosh, div_le_one (Real.cosh_pos _),
        Real.sinh_eq, Real.cosh_eq]
      linarith [Real.exp_pos (-(B * (d + b * 1) / 2))]
    -- the residual changes sign between m = 0 and m = 1
    obtain ⟨m, hm, hm0⟩ := intermediate_value_Icc' zero_le_one hf.continuousOn ⟨h1, h0⟩
    have hfix : m = Real.tanh (B * (d + b * m) / 2) := (sub_eq_zero.mp hm0).symm
    have hmn : 0 ≤ m := hm.1
    have hmp : 0 < m := by
      rw [hfix]
      exact hpos _ (by positivity)
    refine ⟨m, ⟨hmp, hfix⟩, ?_⟩
    -- two positive solutions at the same shift coincide
    have key : ∀ s t : ℝ, 0 < t → IsFixed B d b s → IsFixed B d b t → s ≤ t := by
      intro s t ht h2 h3
      by_contra hn
      have hts : t < s := not_le.mp hn
      have h := compare_solutions hB hd hb.le le_rfl ht h2 h3 hts.le
      have h4 : 0 < d * (s - t) := mul_pos hd (sub_pos.mpr hts)
      linarith
    rintro n ⟨hn, hnf⟩
    exact le_antisymm (key n m hmp hnf hfix) (key m n hn hfix hnf)
  · intro m hm h
    have hBm : 0 < B * (b * m) := by positivity
    calc Real.tanh (B * d / 2) < Real.tanh (B * (d + b * m) / 2) := tanh_lt (by linarith)
      _ = m := h.symm
```

The symbol `∃!` means "there is exactly one".

**Existence.** The function $f(m)=\tanh(B(d+bm)/2)-m$ is continuous, with $f(0)=\tanh(Bd/2)>0$ and $f(1)\le0$. The intermediate value theorem gives a zero in $[0,1]$, and it is positive because it is the tanh of a positive number.

**Uniqueness.** If two positive solutions $t<s$ existed at the same shift, the comparison with $b_1=b_2$ would give $0\le d(t-s)<0$.

**Displacement.** For $m>0$ we have $B(d+bm)/2>Bd/2$, so $m=\tanh(B(d+bm)/2)>\tanh(Bd/2)$.

Negative solutions are not ruled out, and the theorem says nothing about whether an iteration converges.

```lean
/-- In a self-consistent solution with the lower level more occupied, the upper level holds
strictly less charge than it does without the level shift. -/
theorem upper_occupation_lowered {B e d b p q : ℝ} (hB : 0 < B) (hd : 0 < d) (hb : 0 < b)
    (hpq : q < p) (h : SelfConsistent B e d b p q) : q < gibbs B (e + d) e := by
  obtain ⟨h1, h2⟩ := (selfConsistent_iff B e d b p q).mp h
  have h3 := (level_shift_changes_answer hB hd hb).2 (p - q) (sub_pos.mpr hpq) h2
  have hs := gibbs_add B e (e + d)
  have hg := gibbs_sub B e (e + d)
  rw [add_sub_cancel_left] at hg
  linarith

end

end SmearedLevelShift
```

The hypothesis `hpq` selects normal ordering, $q<p$. Since $p+q=1$,
$$q=\frac{1-(p-q)}2<\frac{1-\tanh(Bd/2)}2=g_B(e+d,e),$$
and the last expression is the upper occupation without the shift.

```lean
#print axioms SmearedLevelShift.solution_strictly_increases
#print axioms SmearedLevelShift.level_shift_changes_answer
#print axioms SmearedLevelShift.upper_occupation_lowered
```

```
'SmearedLevelShift.solution_strictly_increases' depends on axioms: [propext, Classical.choice, Quot.sound]
'SmearedLevelShift.level_shift_changes_answer' depends on axioms: [propext, Classical.choice, Quot.sound]
'SmearedLevelShift.upper_occupation_lowered' depends on axioms: [propext, Classical.choice, Quot.sound]
```

## Where the shift enters an SCF cycle

In a self-consistent field code, a level shift can be applied by subtracting a multiple of the density matrix from the Fock matrix, in an orthonormal basis, before diagonalisation. If smeared occupations are then computed from the shifted eigenvalues, the shift enters the converged density; this non-interacting two-level model isolates that effect. Here, undoing each level's shift before computing the occupations restores the bare gap $d$ and the unshifted answer.

The model could also use independent Fermi occupations, with the chemical potential chosen to keep one electron in total. It then lies midway between the shifted levels, and the equation becomes $m=\tanh(B(d+bm)/4)$. This is the same equation with $B$ replaced by $B/2$, so the qualitative result is unchanged while the numbers differ.
